# The mean singlet–triplet gap of two electrons in m ≥ 2 orbitals, from two traces

Two electrons occupy $m$ real orthonormal orbitals. A spatial state is a real array of amplitudes $x(i,j)$, with electron 1 in orbital $i$ and electron 2 in orbital $j$. `EuclideanSpace` supplies the inner product $\langle x,y\rangle=\sum_{ij}x(i,j)\,y(i,j)$.

In Lean 4 with Mathlib:

```lean
import Mathlib

open scoped InnerProductSpace

noncomputable section

namespace SingletTripletAverage

/-- Real spatial states of two electrons in `m` orbitals, given by amplitudes `x (i, j)`. -/
abbrev Pair (m : ℕ) := EuclideanSpace ℝ (Fin m × Fin m)
```

The swap $P$ exchanges the electrons: $(Px)(i,j)=x(j,i)$.

```lean
/-- The swap `P`, which exchanges the orbitals of the two electrons. -/
def swap (m : ℕ) : Pair m →ₗ[ℝ] Pair m where
  toFun x := WithLp.toLp 2 fun p => x.ofLp (p.2, p.1)
  map_add' _ _ := rfl
  map_smul' _ _ := rfl
```

Antisymmetry of the full wavefunction pairs symmetric spatial states ($s=1$) with the spin singlet and antisymmetric ones ($s=-1$) with the triplet. The operator $W$ studied below is taken to be spin-free, so spin enters only through this label.

```lean
/-- The states with `P x = s x`: symmetric (singlet) for `s = 1`, antisymmetric (triplet)
for `s = -1`. -/
def sector (m : ℕ) (s : ℝ) : Submodule ℝ (Pair m) := Module.End.eigenspace (swap m) s
```

With $|ij\rangle$ the basis state `EuclideanSpace.single (i, j) 1`, the direct and exchange integrals are $J_{ij}=\langle ij|W|ij\rangle$ and $K_{ij}=\langle ji|W|ij\rangle$.

```lean
/-- The direct integral `⟨ij|W|ij⟩`. -/
def direct {m : ℕ} (W : Pair m →ₗ[ℝ] Pair m) (i j : Fin m) : ℝ :=
  (W (EuclideanSpace.single (i, j) 1)).ofLp (i, j)

/-- The exchange integral `⟨ji|W|ij⟩`. -/
def exchange {m : ℕ} (W : Pair m →ₗ[ℝ] Pair m) (i j : Fin m) : ℝ :=
  (W (EuclideanSpace.single (i, j) 1)).ofLp (j, i)
```

## Levels within each exchange symmetry

Two conditions are placed on $W$. It is symmetric (`hW`), as a real Hamiltonian is, and $WP=PW$ (`hP`), because the electrons are identical. If $Px=sx$, then $P(Wx)=W(Px)=s\,Wx$, so $W$ maps each sector to itself.

```lean
variable {m : ℕ} {W : Pair m →ₗ[ℝ] Pair m}

/-- An interaction that commutes with the swap does not mix states of different
exchange symmetry. -/
theorem sector_invariant (hP : W ∘ₗ swap m = swap m ∘ₗ W) (s : ℝ) :
    ∀ x ∈ sector m s, W x ∈ sector m s := by
  intro x hx
  have hx' : swap m x = s • x := Module.End.mem_eigenspace_iff.1 hx
  have h : W (swap m x) = swap m (W x) := LinearMap.congr_fun hP x
  refine Module.End.mem_eigenspace_iff.2 ?_
  rw [← h, hx', map_smul]
```

The restriction of $W$ to a sector is therefore symmetric and has real eigenvalues. Let $S_s$ be their sum with multiplicity, $n_s$ the dimension of the sector, and $E_s=S_s/n_s$ the mean level. Each spatial state counts once; the threefold spin degeneracy would leave the triplet mean unchanged.

```lean
/-- The sum of the eigenvalues, with multiplicity, of a symmetric `W` commuting with the swap,
restricted to the sector `s`. -/
def levelSum (hW : W.IsSymmetric) (hP : W ∘ₗ swap m = swap m ∘ₗ W) (s : ℝ) : ℝ :=
  ∑ i, (hW.restrict_invariant (sector_invariant hP s)).eigenvalues rfl i

/-- The mean eigenvalue of `W` in the sector `s`, for a sector of nonzero dimension. -/
def meanLevel (hW : W.IsSymmetric) (hP : W ∘ₗ swap m = swap m ∘ₗ W) (s : ℝ) : ℝ :=
  levelSum hW hP s / (Module.finrank ℝ (sector m s) : ℝ)
```

## Traces as sums over both sectors

Since $P^2=1$, every state splits as
$$x=\tfrac12(x+Px)+\tfrac12(x-Px),$$
with one part in each sector. A state in both sectors satisfies $x=Px=-x$, so it vanishes. In the code, `module` does the vector algebra.

```lean
/-- Every two-electron state splits uniquely into a symmetric and an antisymmetric part. -/
theorem sector_isCompl (m : ℕ) : IsCompl (sector m 1) (sector m (-1)) := by
  have hPP : ∀ x, swap m (swap m x) = x := fun _ => rfl
  constructor
  · rw [Submodule.disjoint_def]
    intro x h1 h2
    have h1' : swap m x = (1 : ℝ) • x := Module.End.mem_eigenspace_iff.1 h1
    have h2' : swap m x = (-1 : ℝ) • x := Module.End.mem_eigenspace_iff.1 h2
    have h : x = (1 / 2 : ℝ) • ((1 : ℝ) • x - (-1 : ℝ) • x) := by module
    rw [h, ← h1', ← h2', sub_self, smul_zero]
  · rw [codisjoint_iff, eq_top_iff]
    intro x _
    refine Submodule.mem_sup.2 ⟨(1 / 2 : ℝ) • (x + swap m x), ?_,
      (1 / 2 : ℝ) • (x - swap m x), ?_, by module⟩
    · refine Module.End.mem_eigenspace_iff.2 ?_
      rw [map_smul, map_add, hPP]
      module
    · refine Module.End.mem_eigenspace_iff.2 ?_
      rw [map_smul, map_sub, hPP]
      module
```

Bases $b_i$ and $b'_k$ of the two sectors thus join to a basis of the whole space. If $Tb_i=c_ib_i$ and $Tb'_k=d_kb'_k$, the matrix of $T$ in the joint basis is diagonal, and
$$\operatorname{tr}T=\sum_i c_i+\sum_k d_k .$$

```lean
/-- If an operator is diagonal in a basis of each sector, its trace is the sum of its
eigenvalues over both bases. -/
theorem trace_of_levels {ι κ : Type} [Fintype ι] [Fintype κ]
    (b : Module.Basis ι ℝ (sector m 1)) (b' : Module.Basis κ ℝ (sector m (-1)))
    (T : Pair m →ₗ[ℝ] Pair m) (c : ι → ℝ) (d : κ → ℝ)
    (h : ∀ i, T (b i : Pair m) = c i • (b i : Pair m))
    (h' : ∀ k, T (b' k : Pair m) = d k • (b' k : Pair m)) :
    LinearMap.trace ℝ (Pair m) T = ∑ i, c i + ∑ k, d k := by
  classical
  -- join the two bases to one basis of the whole space
  obtain ⟨B, hl, hr⟩ : ∃ B : Module.Basis (ι ⊕ κ) ℝ (Pair m),
      (∀ i, B (Sum.inl i) = (b i : Pair m)) ∧ (∀ k, B (Sum.inr k) = (b' k : Pair m)) :=
    ⟨(b.prod b').map (Submodule.prodEquivOfIsCompl _ _ (sector_isCompl m)),
      fun i => by simp, fun k => by simp⟩
  rw [LinearMap.trace_eq_matrix_trace ℝ B T, Matrix.trace, Fintype.sum_sum_type]
  congr 1
  · refine Finset.sum_congr rfl fun i _ => ?_
    rw [Matrix.diag_apply, LinearMap.toMatrix_apply, hl, h, ← hl, map_smul]
    simp
  · refine Finset.sum_congr rfl fun k _ => ?_
    rw [Matrix.diag_apply, LinearMap.toMatrix_apply, hr, h', ← hr, map_smul]
    simp
```

In the orbital basis the same trace is $\operatorname{tr}T=\sum_{ij}\langle ij|T|ij\rangle$.

```lean
/-- The trace of an operator is the sum of its direct integrals over all orbital pairs. -/
theorem trace_eq_direct (T : Pair m →ₗ[ℝ] Pair m) :
    LinearMap.trace ℝ (Pair m) T = ∑ i, ∑ j, direct T i j := by
  rw [LinearMap.trace_eq_matrix_trace ℝ (EuclideanSpace.basisFun (Fin m × Fin m) ℝ).toBasis T,
    Matrix.trace, Fintype.sum_prod_type]
  refine Finset.sum_congr rfl fun i _ => Finset.sum_congr rfl fun j _ => ?_
  simp [LinearMap.toMatrix_apply, direct]
```

For the swap, $\langle ij|P|ij\rangle=\langle ij|ji\rangle=\delta_{ij}$, hence $\operatorname{tr}P=m$.

```lean
/-- The swap on two electrons in `m` orbitals has trace `m`. -/
theorem trace_swap (m : ℕ) : LinearMap.trace ℝ (Pair m) (swap m) = m := by
  have h : ∀ i j : Fin m, direct (swap m) i j = if i = j then 1 else 0 := by
    intro i j
    have hs : direct (swap m) i j =
        (Pi.single (i, j) (1 : ℝ) : Fin m × Fin m → ℝ) (j, i) := rfl
    rw [hs, Pi.single_apply]
    by_cases hij : i = j
    · simp [hij]
    · simp [hij, Ne.symm hij]
  simp [trace_eq_direct, h]
```

Taking $T=1$ and then $T=P$ in the sum over sectors gives $n_1+n_{-1}=m^2$ and $n_1-n_{-1}=m$. Therefore $n_{\pm1}=m(m\pm1)/2$; `linarith` solves the two equations.

```lean
/-- There are `m(m+1)/2` independent symmetric and `m(m-1)/2` independent antisymmetric
states. -/
theorem sector_dim (m : ℕ) :
    (Module.finrank ℝ (sector m 1) : ℝ) = m * (m + 1) / 2 ∧
    (Module.finrank ℝ (sector m (-1)) : ℝ) = m * (m - 1) / 2 := by
  let b := Module.finBasis ℝ (sector m 1)
  let b' := Module.finBasis ℝ (sector m (-1))
  have h1 := trace_of_levels b b' LinearMap.id (fun _ => 1) (fun _ => 1)
    (fun i => (one_smul ℝ _).symm) (fun k => (one_smul ℝ _).symm)
  have h2 := trace_of_levels b b' (swap m) (fun _ => 1) (fun _ => -1)
    (fun i => Module.End.mem_eigenspace_iff.1 (b i).2)
    (fun k => Module.End.mem_eigenspace_iff.1 (b' k).2)
  rw [LinearMap.trace_id, finrank_euclideanSpace, Fintype.card_prod, Fintype.card_fin] at h1
  rw [trace_swap] at h2
  simp only [Finset.sum_const, Finset.card_univ, Fintype.card_fin, nsmul_eq_mul,
    Nat.cast_mul] at h1 h2
  constructor <;> linarith
```

An eigenvector $v$ of $W$ in sector $s$ with $Wv=\lambda v$ also satisfies $PWv=s\lambda v$. Applying the trace formula to $W$ and to $PW$ yields
$$\operatorname{tr}W=S_1+S_{-1},\qquad \operatorname{tr}PW=S_1-S_{-1}.$$
In the code, `key` and `keyP` are the two eigenvalue equations.

```lean
/-- For a symmetric `W` commuting with the swap, `tr W` is the sum and `tr PW` the difference
of the singlet and triplet level sums. -/
theorem trace_eq_levelSum (hW : W.IsSymmetric) (hP : W ∘ₗ swap m = swap m ∘ₗ W) :
    LinearMap.trace ℝ (Pair m) W = levelSum hW hP 1 + levelSum hW hP (-1) ∧
    LinearMap.trace ℝ (Pair m) (swap m ∘ₗ W) = levelSum hW hP 1 - levelSum hW hP (-1) := by
  have hS := fun s => hW.restrict_invariant (sector_invariant hP s)
  have key : ∀ s i, W (((hS s).eigenvectorBasis rfl).toBasis i : Pair m) =
      (hS s).eigenvalues rfl i • (((hS s).eigenvectorBasis rfl).toBasis i : Pair m) := by
    intro s i
    rw [OrthonormalBasis.coe_toBasis]
    exact congrArg Subtype.val ((hS s).apply_eigenvectorBasis rfl i)
  -- on a level of the sector `s`, the operator `PW` has eigenvalue `s` times that of `W`
  have keyP : ∀ s i, (swap m ∘ₗ W) (((hS s).eigenvectorBasis rfl).toBasis i : Pair m) =
      (s * (hS s).eigenvalues rfl i) •
        (((hS s).eigenvectorBasis rfl).toBasis i : Pair m) := by
    intro s i
    have hs : swap m (((hS s).eigenvectorBasis rfl).toBasis i : Pair m) =
        s • (((hS s).eigenvectorBasis rfl).toBasis i : Pair m) :=
      Module.End.mem_eigenspace_iff.1 (((hS s).eigenvectorBasis rfl).toBasis i).2
    rw [LinearMap.comp_apply, key, map_smul, hs, smul_smul, mul_comm]
  constructor
  · exact trace_of_levels _ _ W _ _ (key 1) (key (-1))
  · rw [trace_of_levels _ _ (swap m ∘ₗ W) _ _ (keyP 1) (keyP (-1)),
      ← Finset.mul_sum, ← Finset.mul_sum]
    unfold levelSum
    ring
```

## The gap and the ordering

Solving for $S_{\pm1}$ and dividing by the dimensions,
$$E_{-1}-E_1=\frac{\operatorname{tr}W-\operatorname{tr}PW}{m(m-1)}-\frac{\operatorname{tr}W+\operatorname{tr}PW}{m(m+1)}
=\frac{2(\operatorname{tr}W-m\operatorname{tr}PW)}{m(m^2-1)}.$$
For $m=1$ there is no triplet state to average, hence `hm`. Comparing the sums $S_{\pm1}$ instead of the means would cancel $\operatorname{tr}W$ and give the wrong criterion $\operatorname{tr}PW>0$.

```lean
/-- For `m ≥ 2` orbitals and a symmetric `W` commuting with the swap, the mean triplet level
minus the mean singlet level is `2 (tr W - m tr PW) / (m (m² - 1))`. -/
theorem triplet_singlet_gap (hm : 2 ≤ m) (hW : W.IsSymmetric)
    (hP : W ∘ₗ swap m = swap m ∘ₗ W) :
    meanLevel hW hP (-1) - meanLevel hW hP 1 =
      2 * (LinearMap.trace ℝ (Pair m) W - m * LinearMap.trace ℝ (Pair m) (swap m ∘ₗ W)) /
        (m * ((m : ℝ) ^ 2 - 1)) := by
  have hm' : (2 : ℝ) ≤ m := by exact_mod_cast hm
  have h0 : (m : ℝ) ≠ 0 := by linarith
  have h1 : (m : ℝ) - 1 ≠ 0 := by linarith
  have h2 : (m : ℝ) + 1 ≠ 0 := by linarith
  have h3 : (m : ℝ) ^ 2 - 1 = (m - 1) * (m + 1) := by ring
  rw [(trace_eq_levelSum hW hP).1, (trace_eq_levelSum hW hP).2, h3]
  unfold meanLevel
  rw [(sector_dim m).1, (sector_dim m).2]
  field_simp
  ring
```

The denominator is positive, so triplets lie lower on average exactly when $\operatorname{tr}W<m\operatorname{tr}PW$. Because $\langle ij|PW|ij\rangle=\langle ji|W|ij\rangle$, this reads
$$\sum_{ij}J_{ij}<m\sum_{ij}K_{ij}.$$

For a two-electron full configuration-interaction calculation in a finite set of real orbitals, these sums give the average splitting without diagonalisation, though not the order of the lowest singlet and triplet. A one-electron part $h(1)+h(2)$ of the Hamiltonian adds $2m\operatorname{tr}h$ to both sides of the inequality, so it cancels from the gap and $W$ can be taken as the Coulomb repulsion alone. Then, in chemists' notation, $J_{ij}=(ii|jj)$ and $K_{ij}=(ij|ij)$ are read from the integral list. The sums run over all ordered pairs, including $i=j$, where $J_{ii}=K_{ii}$. For two orbitals the condition becomes $2J_{12}<J_{11}+J_{22}+4K_{12}$.

Coulomb repulsion meets the inequality for every $m\ge2$, so there the sums give the size of the gap and its sign is known beforehand. The electrostatic self-energy of a nonzero charge density is positive. With orbital functions $\varphi_i$, the densities $\varphi_i^2-\varphi_j^2$ and $\varphi_i\varphi_j$ give $2J_{ij}\le J_{ii}+J_{jj}$ and $K_{ij}\ge0$, and for $i\ne j$ these cannot both be equalities. Summing over all pairs gives the inequality. For other interactions $W$ it can fail, as the last section shows.

```lean
/-- For `m ≥ 2` and a symmetric `W` commuting with the swap, triplets lie lower on average
exactly when the direct integrals, summed over all orbital pairs, are less than `m` times
the summed exchange integrals. -/
theorem triplet_lower_iff (hm : 2 ≤ m) (hW : W.IsSymmetric)
    (hP : W ∘ₗ swap m = swap m ∘ₗ W) :
    meanLevel hW hP (-1) < meanLevel hW hP 1 ↔
      ∑ i, ∑ j, direct W i j < m * ∑ i, ∑ j, exchange W i j := by
  have hm' : (2 : ℝ) ≤ m := by exact_mod_cast hm
  have hpos : 0 < (m : ℝ) * ((m : ℝ) ^ 2 - 1) := mul_pos (by linarith) (by nlinarith)
  have hK : LinearMap.trace ℝ (Pair m) (swap m ∘ₗ W) = ∑ i, ∑ j, exchange W i j :=
    trace_eq_direct (swap m ∘ₗ W)
  rw [← sub_neg, triplet_singlet_gap hm hW hP, div_lt_iff₀ hpos, zero_mul, hK,
    trace_eq_direct W]
  constructor <;> intro h <;> linarith
```

## Exchange coupling of either sign

The operator $W=cP$ meets both conditions. It commutes with $P$, and relabelling the summation indices gives
$$\langle Px,y\rangle=\sum_{ij}x(j,i)\,y(i,j)=\sum_{ij}x(i,j)\,y(j,i)=\langle x,Py\rangle .$$
The code establishes these two properties. Inserting $\operatorname{tr}W=cm$ and $\operatorname{tr}PW=cm^2$ into the gap formula then gives $-2c$ for $m\ge2$: triplets are lower for $c>0$ and higher for $c<0$.

```lean
/-- The exchange coupling `c P` is symmetric and commutes with the swap. -/
theorem coupling_witness (m : ℕ) (c : ℝ) :
    (c • swap m).IsSymmetric ∧ (c • swap m) ∘ₗ swap m = swap m ∘ₗ (c • swap m) := by
  refine ⟨fun x y => ?_, LinearMap.ext fun _ => rfl⟩
  have h : ⟪swap m x, y⟫_ℝ = ⟪x, swap m y⟫_ℝ := by
    rw [PiLp.inner_apply, PiLp.inner_apply]
    exact Fintype.sum_equiv (Equiv.prodComm _ _) _ _ fun _ => rfl
  rw [LinearMap.smul_apply, LinearMap.smul_apply, real_inner_smul_left,
    real_inner_smul_right, h]


end SingletTripletAverage
```

```lean
#print axioms SingletTripletAverage.triplet_singlet_gap
#print axioms SingletTripletAverage.triplet_lower_iff
```

```
'SingletTripletAverage.triplet_singlet_gap' depends on axioms: [propext, Classical.choice, Quot.sound]
'SingletTripletAverage.triplet_lower_iff' depends on axioms: [propext, Classical.choice, Quot.sound]
```
